# High- and low-density scaling limits of the Wigner correlation functional

A statement about how a density functional behaves under scaling first needs a decision on what counts as a density. Here a density is any real function n on three-dimensional space with n(x) ≥ 0 at every point x, integrated against Lebesgue measure. It is not required to be continuous, to integrate to a whole number of electrons, or to come from a wavefunction. The only further demands are that ∫n or ∫n^(4/3) be finite, each imposed where it is used.

## The functional and its two limits

For a real constant A and a constant d > 0, the Wigner functional is

  W[n] = −A ∫ n^(4/3) / (n^(1/3) + d) d³x.

The integrand is n times an energy per electron −A n^(1/3)/(n^(1/3) + d). The constant A is therefore the magnitude at which the energy per electron saturates at high density, and d, an inverse length, is the value of n^(1/3) at which half of that magnitude is reached. With the Wigner–Seitz radius r_s defined by n^(1/3) = c/r_s and c = (3/4π)^(1/3), the energy per electron takes the form −a/(r_s + b) with b = c/d and a = A b. Both constants are parameters of the model, and correlation corresponds to A > 0.

Uniform scaling by a factor l > 0 is

  n_l(x) = l³ n(l x),

which compresses the density for l > 1 and dilutes it for l < 1. For n ≥ 0 with n and n^(4/3) integrable, d > 0 and A of either sign, the claim is

  W[n_l] → −A ∫n d³x as l → ∞,

  W[n_l]/l → −(A/d) ∫n^(4/3) d³x as l → 0+.

Uniform scaling is one way to compare approximate functionals in electronic structure, and for this local, spin-independent, two-parameter form the result says that the correlation energy stays finite under compression and vanishes linearly in l under dilution. It concerns the interpolation formula that carries Wigner's name and says nothing about the exact correlation energy.

## From the scaled density to the limits

Since l > 0 and n ≥ 0, the powers of the scaled density factor as

  n_l(x)^(1/3) = l n(l x)^(1/3),  n_l(x)^(4/3) = l⁴ n(l x)^(4/3).

For a local density value ρ ≥ 0 define the kernel

  k_l(ρ) = l ρ^(4/3) / (l ρ^(1/3) + d).

The integrand of W[n_l] is then l³ k_l(n(l x)). The substitution y = l x has d³x = d³y/l³, which cancels the prefactor:

  W[n_l] = −A ∫ k_l(n(y)) d³y =: E(l).

Write D = l ρ^(1/3) + d for the denominator, so that D ≥ d > 0 for l ≥ 0. The numerator is l ρ^(4/3) = ρ · l ρ^(1/3) = ρ (D − d), and hence

  k_l(ρ) = ρ − d ρ / D.

The kernel is a quotient of a nonnegative by a positive number. The subtracted term dρ/D is nonnegative, and replacing D by the smaller number d increases the quotient. This gives

  0 ≤ k_l(ρ) ≤ ρ,  k_l(ρ) ≤ l ρ^(4/3)/d.

Now fix ρ. As l → ∞ the term dρ/D is zero for all l if ρ = 0, and tends to zero if ρ > 0 because D grows without bound, so k_l(ρ) → ρ in both cases. For l > 0 we have k_l(ρ)/l = ρ^(4/3)/D, and D → d as l → 0+, so k_l(ρ)/l → ρ^(4/3)/d.

It remains to exchange limit and integral. The approach k_l(ρ) → ρ requires l to be large against d/ρ^(1/3), a scale that grows without bound in the tail of a density that decays to zero, so the exchange needs an argument. Dominated convergence supplies it. For l → ∞ the functions k_l(n(y)) lie between 0 and the integrable function n(y), which does not depend on l, so ∫k_l(n) → ∫n. For l → 0+ the functions k_l(n(y))/l lie between 0 and the integrable function n(y)^(4/3)/d, so ∫k_l(n)/l → (1/d)∫n^(4/3). Multiplying by −A gives both limits. Integrating the bounds and multiplying by −A with A ≥ 0 reverses them, and for every l ≥ 0

  −A ∫n ≤ E(l) ≤ 0,  −(A/d) l ∫n^(4/3) ≤ E(l).

## A uniform box and a quadrature grid

The two examples that follow illustrate the theorems and are not themselves part of the Lean file. Let n equal a constant ρ > 0 on a region of finite volume V > 0 and vanish outside it, with N = ρV (a model density: it meets the hypotheses above, but its jump at the boundary means it does not come from a wavefunction of finite kinetic energy). Then

  E(l) = −A N l / (l + l₀),  l₀ = d/ρ^(1/3).

The large-l limit is −A N, the slope at l = 0 is −A N/l₀ = −(A/d) V ρ^(4/3), and E(l₀) = −A N/2. For n = 0 everywhere, E and both limits are zero.

In a program the integral is a sum over grid points x_i with weights w_i. If the scaled density is evaluated at the points x_i/l with weights w_i/l³, the value returned for W[n_l] is −A Σ w_i k_l(n(x_i)) in exact arithmetic, so the whole curve follows from the stored values n(x_i). For nonnegative weights and A ≥ 0 the bounds hold term by term, with Σ w_i n(x_i) in place of ∫n and Σ w_i n(x_i)^(4/3) in place of ∫n^(4/3).

## Space, functional and scaling in Lean

```lean
import Mathlib

open MeasureTheory Filter Topology

namespace WignerScaling

noncomputable section

/-- Three-dimensional position space. -/
abbrev R3 := EuclideanSpace ℝ (Fin 3)
```

`R3` is Euclidean space with three real coordinates. Integrals written `∫ x, ...` and the predicate `Integrable` refer to its Lebesgue measure `volume`, and `Integrable` includes measurability up to a null set.

```lean
/-- The Wigner correlation functional `-A ∫ n^(4/3) / (n^(1/3) + d)`. -/
def wignerEnergy (A d : ℝ) (n : R3 → ℝ) : ℝ :=
  -A * ∫ x, n x ^ (4 / 3 : ℝ) / (n x ^ (1 / 3 : ℝ) + d)

/-- Uniform coordinate scaling of a density, `n_l(x) = l^3 n(l x)`. -/
def scale (l : ℝ) (n : R3 → ℝ) (x : R3) : ℝ := l ^ 3 * n (l • x)
```

`wignerEnergy A d n` is W[n], with the exponents `(4 / 3 : ℝ)` and `(1 / 3 : ℝ)` as real powers. `scale l n` is n_l, where `l • x` multiplies the position vector by l.

```lean
/-- The scaled Wigner integrand `l ρ^(4/3) / (l ρ^(1/3) + d)` at local density `ρ`. -/
def kernel (d l ρ : ℝ) : ℝ := l * ρ ^ (4 / 3 : ℝ) / (l * ρ ^ (1 / 3 : ℝ) + d)

/-- The function `E(l) = -A ∫ l n^(4/3) / (l n^(1/3) + d)`. -/
def scaledEnergy (A d : ℝ) (n : R3 → ℝ) (l : ℝ) : ℝ := -A * ∫ x, kernel d l (n x)
```

`kernel d l ρ` is k_l(ρ) and `scaledEnergy A d n l` is E(l). The function E is defined by its own formula, so its equality with W[n_l] is a theorem and not a definition.

## The kernel at fixed local density

```lean
/-- The scaled integrand equals the density minus `d ρ / (l ρ^(1/3) + d)`. -/
theorem kernel_eq {d l ρ : ℝ} (hd : 0 < d) (hl : 0 ≤ l) (hρ : 0 ≤ ρ) :
    kernel d l ρ = ρ - d * ρ / (l * ρ ^ (1 / 3 : ℝ) + d) := by
  have h43 : ρ ^ (4 / 3 : ℝ) = ρ * ρ ^ (1 / 3 : ℝ) := by
    rw [show (4 / 3 : ℝ) = 1 + 1 / 3 by norm_num, Real.rpow_add' hρ (by norm_num),
      Real.rpow_one]
  have hD : 0 < l * ρ ^ (1 / 3 : ℝ) + d := by positivity
  unfold kernel
  rw [h43, eq_sub_iff_add_eq, ← add_div, div_eq_iff hD.ne']
  ring
```

The step `h43` is ρ^(4/3) = ρ · ρ^(1/3). The variant `Real.rpow_add'` allows ρ = 0 because the total exponent is nonzero. With `hD` stating D > 0, the denominator is cleared and `ring` confirms l ρ · ρ^(1/3) + dρ = ρD.

```lean
/-- The scaled integrand is nonnegative and bounded both by `ρ` and by `l ρ^(4/3) / d`. -/
theorem kernel_bounds {d l ρ : ℝ} (hd : 0 < d) (hl : 0 ≤ l) (hρ : 0 ≤ ρ) :
    0 ≤ kernel d l ρ ∧ kernel d l ρ ≤ ρ ∧ kernel d l ρ ≤ l * ρ ^ (4 / 3 : ℝ) / d := by
  refine ⟨by unfold kernel; positivity, ?_, ?_⟩
  · have h : 0 ≤ d * ρ / (l * ρ ^ (1 / 3 : ℝ) + d) := by positivity
    rw [kernel_eq hd hl hρ]
    linarith
  · exact div_le_div_of_nonneg_left (by positivity) hd (le_add_of_nonneg_left (by positivity))
```

The three bounds follow the argument above: positivity of the quotient, the identity `kernel_eq` with its nonnegative remainder, and `div_le_div_of_nonneg_left` for the replacement of D by d.

```lean
/-- At fixed local density the scaled integrand tends to `ρ` as `l → ∞`, and divided by `l`
it tends to `ρ^(4/3) / d` as `l → 0+`. -/
theorem kernel_limits {d ρ : ℝ} (hd : 0 < d) (hρ : 0 ≤ ρ) :
    Tendsto (fun l => kernel d l ρ) atTop (𝓝 ρ) ∧
      Tendsto (fun l => kernel d l ρ / l) (𝓝[>] 0) (𝓝 (ρ ^ (4 / 3 : ℝ) / d)) := by
  constructor
  · -- the remainder vanishes: identically where ρ = 0, by a diverging denominator elsewhere
    have h : Tendsto (fun l : ℝ => d * ρ / (l * ρ ^ (1 / 3 : ℝ) + d)) atTop (𝓝 0) := by
      rcases hρ.eq_or_lt with h0 | h0
      · rw [← h0]
        simp
      · exact tendsto_const_nhds.div_atTop (tendsto_atTop_add_const_right _ d
          (tendsto_id.atTop_mul_const (Real.rpow_pos_of_pos h0 _)))
    have h' := h.const_sub ρ
    rw [sub_zero] at h'
    refine h'.congr' ?_
    filter_upwards [eventually_ge_atTop (0 : ℝ)] with l hl
    exact (kernel_eq hd hl hρ).symm
  · have h1 : Tendsto (fun l : ℝ => l * ρ ^ (1 / 3 : ℝ) + d) (𝓝 0) (𝓝 d) :=
      Continuous.tendsto' (by fun_prop) 0 d (by simp)
    have h2 : Tendsto (fun l : ℝ => ρ ^ (4 / 3 : ℝ) / (l * ρ ^ (1 / 3 : ℝ) + d)) (𝓝 0)
        (𝓝 (ρ ^ (4 / 3 : ℝ) / d)) := Tendsto.div tendsto_const_nhds h1 hd.ne'
    refine (h2.mono_left nhdsWithin_le_nhds).congr' ?_
    filter_upwards [self_mem_nhdsWithin] with l hl
    have hl' : 0 < l := hl
    have hc : ∀ a b : ℝ, a / b = l * a / b / l := by
      intro a b
      rw [div_right_comm, mul_div_cancel_left₀ _ hl'.ne']
    exact hc _ _
```

The filter `atTop` expresses l → ∞ and `𝓝[>] 0` expresses l → 0 through positive values. In the first part `hρ.eq_or_lt` makes the split into ρ = 0 and ρ > 0, and `div_atTop` handles a constant over a diverging denominator. Since `kernel_eq` needs l ≥ 0, the limit of ρ − dρ/D is transferred to the kernel by `congr'`, which asks for equality only for large enough l. In the second part `h1` is D → d, `h2` is the limit of ρ^(4/3)/D, and `hc` cancels l, which is allowed for l > 0.

## Integrability and the change of variables

```lean
/-- The scaled integrand is integrable as soon as `n` or `n^(4/3)` is integrable. -/
theorem integrable_kernel {d l : ℝ} {n : R3 → ℝ} (hd : 0 < d) (hl : 0 ≤ l)
    (hn : ∀ x, 0 ≤ n x) (h : Integrable n ∨ Integrable fun x => n x ^ (4 / 3 : ℝ)) :
    Integrable fun x => kernel d l (n x) := by
  have hk : Measurable fun ρ : ℝ => l * ρ ^ (4 / 3 : ℝ) / (l * ρ ^ (1 / 3 : ℝ) + d) := by
    fun_prop
  have hm : AEMeasurable n volume := by
    rcases h with h | h
    · exact h.aemeasurable
    · refine (h.aemeasurable.pow_const (3 / 4 : ℝ)).congr (Eventually.of_forall fun x => ?_)
      show (n x ^ (4 / 3 : ℝ)) ^ (3 / 4 : ℝ) = n x
      rw [← Real.rpow_mul (hn x)]
      norm_num
  have hs : AEStronglyMeasurable (fun x => kernel d l (n x)) volume :=
    (hk.comp_aemeasurable hm).aestronglyMeasurable
  rcases h with h | h
  · refine h.mono' hs (Eventually.of_forall fun x => ?_)
    rw [Real.norm_of_nonneg (kernel_bounds hd hl (hn x)).1]
    exact (kernel_bounds hd hl (hn x)).2.1
  · refine ((h.const_mul l).div_const d).mono' hs (Eventually.of_forall fun x => ?_)
    rw [Real.norm_of_nonneg (kernel_bounds hd hl (hn x)).1]
    exact (kernel_bounds hd hl (hn x)).2.2
```

Lean assigns the value 0 to the integral of a non-integrable function, so this lemma is what shows that E(l) is an honest integral under either hypothesis. Measurability of n comes directly from integrability of n, or else from n = (n^(4/3))^(3/4), which uses n ≥ 0. The kernel is a measurable function of ρ, and `mono'` concludes by comparison with n or with l n^(4/3)/d.

```lean
/-- The Wigner functional of the uniformly scaled density `n_l` equals `E(l)`. -/
theorem wignerEnergy_scale (A d : ℝ) {l : ℝ} {n : R3 → ℝ} (hl : 0 < l) (hn : ∀ x, 0 ≤ n x) :
    wignerEnergy A d (scale l n) = scaledEnergy A d n l := by
  have h1 : (l ^ 3) ^ (1 / 3 : ℝ) = l := by
    rw [← Real.rpow_natCast l 3, ← Real.rpow_mul hl.le]
    norm_num
  have h4 : (l ^ 3) ^ (4 / 3 : ℝ) = l ^ 4 := by
    rw [← Real.rpow_natCast l 3, ← Real.rpow_mul hl.le, ← Real.rpow_natCast l 4]
    congr 1
    norm_num
  have hp : ∀ x, scale l n x ^ (4 / 3 : ℝ) / (scale l n x ^ (1 / 3 : ℝ) + d)
      = l ^ 3 * kernel d l (n (l • x)) := by
    intro x
    unfold scale kernel
    rw [Real.mul_rpow (pow_pos hl 3).le (hn _), Real.mul_rpow (pow_pos hl 3).le (hn _), h1, h4]
    ring
  -- the substitution y = l x absorbs the factor l^3
  have h : (∫ x : R3, kernel d l (n (l • x)))
      = |(l ^ Module.finrank ℝ R3)⁻¹| • ∫ y, kernel d l (n y) :=
    Measure.integral_comp_smul (μ := volume) (f := fun y => kernel d l (n y)) (R := l)
  have hr : Module.finrank ℝ R3 = 3 := by simp
  rw [hr, abs_of_pos (inv_pos.mpr (pow_pos hl 3)), smul_eq_mul] at h
  unfold wignerEnergy scaledEnergy
  simp only [hp]
  rw [integral_const_mul, h, mul_inv_cancel_left₀ (pow_pos hl 3).ne']
```

Here `h1` and `h4` are (l³)^(1/3) = l and (l³)^(4/3) = l⁴, and `hp` uses `Real.mul_rpow` to bring the integrand to l³ k_l(n(l x)). `Measure.integral_comp_smul` is the substitution y = l x, with Jacobian factor the absolute value of the inverse of l to the power of the dimension. `hr` sets the dimension to 3, and the last line cancels l³ against its inverse.

## Exchanging limit and integral

```lean
/-- High-density limit: for integrable `n ≥ 0`, `E(l)` tends to `-A ∫ n` as `l → ∞`. -/
theorem scaledEnergy_high_density (A : ℝ) {d : ℝ} {n : R3 → ℝ} (hd : 0 < d)
    (hn : ∀ x, 0 ≤ n x) (h1 : Integrable n) :
    Tendsto (scaledEnergy A d n) atTop (𝓝 (-A * ∫ x, n x)) := by
  -- dominated convergence with majorant n
  have h : Tendsto (fun l => ∫ x, kernel d l (n x)) atTop (𝓝 (∫ x, n x)) := by
    refine tendsto_integral_filter_of_dominated_convergence n ?_ ?_ h1
      (Eventually.of_forall fun x => (kernel_limits hd (hn x)).1)
    · filter_upwards [eventually_ge_atTop (0 : ℝ)] with l hl
      exact (integrable_kernel hd hl hn (Or.inl h1)).aestronglyMeasurable
    · filter_upwards [eventually_ge_atTop (0 : ℝ)] with l hl
      refine Eventually.of_forall fun x => ?_
      rw [Real.norm_of_nonneg (kernel_bounds hd hl (hn x)).1]
      exact (kernel_bounds hd hl (hn x)).2.1
  exact h.const_mul (-A)
```

`tendsto_integral_filter_of_dominated_convergence` is dominated convergence for a continuous parameter. It asks for measurability of each integrand, a bound by a fixed majorant, integrability of the majorant and the pointwise limit, the first two only for l near the limit point. The majorant is n, and only `h1 : Integrable n` is assumed.

```lean
/-- Low-density limit: for `n ≥ 0` with `n^(4/3)` integrable, `E(l) / l` tends to
`-(A/d) ∫ n^(4/3)` as `l → 0+`. -/
theorem scaledEnergy_low_density (A : ℝ) {d : ℝ} {n : R3 → ℝ} (hd : 0 < d)
    (hn : ∀ x, 0 ≤ n x) (h4 : Integrable fun x => n x ^ (4 / 3 : ℝ)) :
    Tendsto (fun l => scaledEnergy A d n l / l) (𝓝[>] 0)
      (𝓝 (-(A / d) * ∫ x, n x ^ (4 / 3 : ℝ))) := by
  -- dominated convergence with majorant n^(4/3) / d
  have h : Tendsto (fun l => ∫ x, kernel d l (n x) / l) (𝓝[>] 0)
      (𝓝 (∫ x, n x ^ (4 / 3 : ℝ) / d)) := by
    refine tendsto_integral_filter_of_dominated_convergence (fun x => n x ^ (4 / 3 : ℝ) / d)
      ?_ ?_ (h4.div_const d) (Eventually.of_forall fun x => (kernel_limits hd (hn x)).2)
    · filter_upwards [self_mem_nhdsWithin] with l hl
      have hl' : 0 < l := hl
      exact ((integrable_kernel hd hl'.le hn (Or.inr h4)).div_const l).aestronglyMeasurable
    · filter_upwards [self_mem_nhdsWithin] with l hl
      have hl' : 0 < l := hl
      refine Eventually.of_forall fun x => ?_
      have b := kernel_bounds hd hl'.le (hn x)
      rw [Real.norm_of_nonneg (div_nonneg b.1 hl'.le), div_le_iff₀ hl']
      calc kernel d l (n x) ≤ l * n x ^ (4 / 3 : ℝ) / d := b.2.2
        _ = n x ^ (4 / 3 : ℝ) / d * l := by ring
  have e : -(A / d) * (∫ x, n x ^ (4 / 3 : ℝ)) = -A * (∫ x, n x ^ (4 / 3 : ℝ) / d) := by
    rw [integral_div]
    ring
  rw [e]
  refine (h.const_mul (-A)).congr fun l => ?_
  show -A * (∫ x, kernel d l (n x) / l) = -A * (∫ x, kernel d l (n x)) / l
  rw [integral_div]
  ring
```

The same theorem is applied to k_l(n)/l with majorant n^(4/3)/d, and only integrability of n^(4/3) is assumed. The `calc` block is the third kernel bound rearranged for division by l, and `integral_div` moves the constants d and l through the integrals.

```lean
/-- Under uniform scaling the Wigner correlation energy of `n_l` tends to `-A ∫ n` as `l → ∞`,
and divided by `l` it tends to `-(A/d) ∫ n^(4/3)` as `l → 0+`. -/
theorem wigner_scaling_limits (A : ℝ) {d : ℝ} {n : R3 → ℝ} (hd : 0 < d) (hn : ∀ x, 0 ≤ n x)
    (h1 : Integrable n) (h4 : Integrable fun x => n x ^ (4 / 3 : ℝ)) :
    Tendsto (fun l => wignerEnergy A d (scale l n)) atTop (𝓝 (-A * ∫ x, n x)) ∧
      Tendsto (fun l => wignerEnergy A d (scale l n) / l) (𝓝[>] 0)
        (𝓝 (-(A / d) * ∫ x, n x ^ (4 / 3 : ℝ))) := by
  constructor
  · refine (scaledEnergy_high_density A hd hn h1).congr' ?_
    filter_upwards [eventually_gt_atTop (0 : ℝ)] with l hl
    exact (wignerEnergy_scale A d hl hn).symm
  · refine (scaledEnergy_low_density A hd hn h4).congr' ?_
    filter_upwards [self_mem_nhdsWithin] with l hl
    rw [wignerEnergy_scale A d (show 0 < l from hl) hn]
```

Read in words, `wigner_scaling_limits` takes any real A, `hd` as d > 0, `hn` as n(x) ≥ 0 at every point, and `h1` and `h4` as integrability of n and n^(4/3). It concludes that W[n_l] tends to −A∫n as l → ∞ and that W[n_l]/l tends to −(A/d)∫n^(4/3) as l → 0+. The proof replaces E(l) by W[n_l] for l > 0, which covers both limits. The theorem gives no rate of convergence, treats neither spin polarisation nor gradient terms, and takes A and d as given without deriving them from the electron gas.

## The asymptotes as lower bounds

The last theorem adds `hA`, that is A ≥ 0, and holds at every l ≥ 0. It states E(l) ≤ 0, −A∫n ≤ E(l) and −(A/d) l ∫n^(4/3) ≤ E(l). It is phrased for `scaledEnergy`, which agrees with W[n_l] for l > 0 by `wignerEnergy_scale`. The steps `b0`, `b1` and `b2` integrate the three kernel bounds with `integral_nonneg` and `integral_mono`, the steps `c0`, `c1` and `c2` multiply by A, and `linarith` accounts for the overall sign.

```lean
/-- For `A ≥ 0` and every `l ≥ 0`, `E(l)` is nonpositive and at least as large as both `-A ∫ n` and
`-(A/d) l ∫ n^(4/3)`. -/
theorem scaledEnergy_bounds {A d l : ℝ} {n : R3 → ℝ} (hA : 0 ≤ A) (hd : 0 < d) (hl : 0 ≤ l)
    (hn : ∀ x, 0 ≤ n x) (h1 : Integrable n) (h4 : Integrable fun x => n x ^ (4 / 3 : ℝ)) :
    scaledEnergy A d n l ≤ 0 ∧ -A * (∫ x, n x) ≤ scaledEnergy A d n l ∧
      -(A / d) * l * (∫ x, n x ^ (4 / 3 : ℝ)) ≤ scaledEnergy A d n l := by
  have hk := integrable_kernel hd hl hn (Or.inl h1)
  have b0 : 0 ≤ ∫ x, kernel d l (n x) := integral_nonneg fun x => (kernel_bounds hd hl (hn x)).1
  have b1 : (∫ x, kernel d l (n x)) ≤ ∫ x, n x :=
    integral_mono hk h1 fun x => (kernel_bounds hd hl (hn x)).2.1
  have b2 : (∫ x, kernel d l (n x)) ≤ ∫ x, l * n x ^ (4 / 3 : ℝ) / d :=
    integral_mono hk ((h4.const_mul l).div_const d) fun x => (kernel_bounds hd hl (hn x)).2.2
  rw [integral_div, integral_const_mul] at b2
  have c0 := mul_nonneg hA b0
  have c1 := mul_le_mul_of_nonneg_left b1 hA
  have c2 := mul_le_mul_of_nonneg_left b2 hA
  have e : -(A / d) * l * (∫ x, n x ^ (4 / 3 : ℝ))
      = -(A * (l * (∫ x, n x ^ (4 / 3 : ℝ)) / d)) := by ring
  unfold scaledEnergy
  rw [e]
  exact ⟨by linarith, by linarith, by linarith⟩

end

end WignerScaling
```

```lean
#print axioms WignerScaling.wigner_scaling_limits
-- 'WignerScaling.wigner_scaling_limits' depends on axioms: [propext, Classical.choice, Quot.sound]
#print axioms WignerScaling.scaledEnergy_bounds
-- 'WignerScaling.scaledEnergy_bounds' depends on axioms: [propext, Classical.choice, Quot.sound]
```
